# For fixed local energies, an alloy's effective vacancy formation energy never falls with temperature and runs from their minimum to their mean

A supercell study of vacancies in an alloy yields a list of formation energies, one for each local environment sampled. To obtain a vacancy concentration, a post-processing script averages the Boltzmann factors over that list. Taking the logarithm of the average and multiplying by $-kT$ turns it into a single effective formation energy, which can be quoted or passed to a larger model. Unless the listed energies are all equal, this effective energy depends on temperature even when they do not.

## The effective energy and its bounds

Write $T$ for the thermal energy $kT>0$. Let $E_1,\dots,E_N$ be the local vacancy energies, with $N\ge 1$, and define

$$F(T)=-T\ln\Big(\frac1N\sum_i e^{-E_i/T}\Big),\qquad \bar E=\frac1N\sum_i E_i .$$

Then $F$ is nondecreasing on $T>0$ and satisfies $F(T)\le\bar E$. It tends to $\min_i E_i$ as $T\to0^+$ and to $\bar E$ as $T\to\infty$.

The same holds when environment $i$ has a site fraction $w_i>0$ with $\sum_i w_i=1$, provided that both averages are weighted by $w_i$, so that $\bar E=\sum_i w_iE_i$; the list above is the case $w_i=1/N$. In either form, $F(T)=\bar E$ at a given $T>0$ exactly when all the $E_i$ are equal.

## Where a script uses them

For each removed atom that leaves a neutral vacancy, the script forms $E_i=E_i^{\rm vac}-E^{\rm bulk}+\mu$ from the total energies of the defective and perfect cells and the chemical potential $\mu$ of the removed species. It then finds $E_{\min}=\min_i E_i$ and evaluates

$$F(T)=E_{\min}-T\ln\Big(\frac1N\sum_i e^{-(E_i-E_{\min})/T}\Big).$$

This is the same function with a common factor taken out of the sum. No exponent is positive, so the exponentials cannot overflow, and the lowest site contributes exactly one to the sum. For dilute vacancies in a fixed arrangement of atoms, where each site either keeps its atom or is empty, the concentration per site is $c=e^{-F/T}$.

With two environments at 1.0 and 1.2 eV and $T=0.1$ eV, this gives $F\approx1.057$ eV, while $\bar E=1.1$ eV. Using $\bar E$ in the exponent would underestimate the concentration by a factor of about 1.54. Within this dilute formula, the bound $F\le\bar E$ fixes the direction of this error: averaging the energies first never gives a higher concentration than averaging the Boltzmann factors.

Monotonicity gives a similar statement about extrapolation. If $F(T)$ is computed at a high temperature and reused at a lower one $S$, the estimate $e^{-F(T)/S}$ is at most the true average $e^{-F(S)/S}$.

The factor $1/N$ matters here. Without it, the expression tends to $-\infty$ at high temperature whenever $N\ge2$.

## Derivation, with the matching lemmas

Work with general fractions $w_i$, and set $Z(T)=\sum_i w_i e^{-E_i/T}$, $F=-T\ln Z$ and $\bar E=\sum_i w_iE_i$. In the code these are `siteAverage`, `effEnergy` and `meanEnergy`.

**Balance.** $Z$ is positive (`siteAverage_pos`), and $F/T=-\ln Z$ gives $e^{F/T}=1/Z$. Hence

$$\sum_i w_i e^{(F-E_i)/T}=\frac1Z\sum_i w_ie^{-E_i/T}=1 .$$

The lemma `balance` does this by factoring each term and pulling $Z^{-1}$ out of the sum.

**Upper bound.** Since $e^x\ge1+x$,

$$1\ge\sum_i w_i\Big(1+\frac{F-E_i}{T}\Big)=1+\frac{F-\bar E}{T},$$

so $F\le\bar E$. The equality on the right is `linear_average`, and the inequality is summed term by term in `effEnergy_le_mean`.

**Equality.** If $F=\bar E$, the two sums above are both 1. Their terms are ordered and the weights are positive, so the terms agree one by one. But $e^x=1+x$ only at $x=0$, which gives $E_i=\bar E$ for every $i$. Conversely, if every $E_i=\bar E$, the balance reads $e^{(F-\bar E)/T}=1$, so $F=\bar E$. These are the two directions of `effEnergy_eq_mean_iff`.

**Monotonicity.** Let $0<S\le T$ and $p=T/S\ge1$. The power-mean inequality applied to $z_i=e^{-E_i/T}$ gives

$$Z(T)^{p}\le\sum_i w_i z_i^{p}=\sum_i w_ie^{-E_i/S}=Z(S).$$

Taking logarithms gives $(T/S)\ln Z(T)\le\ln Z(S)$, and multiplying by $-S$ gives $F(T)\ge F(S)$. In `effEnergy_monotone`, the power-mean inequality is `key` and the logarithmic form is `hl`.

**Cold limit.** Let $E_j$ be the lowest energy. If $F<E_j$, every exponent in the balance would be negative and the sum would be less than 1, a contradiction. So $F\ge E_j$. Keeping only term $j$ of the balance gives $w_je^{(F-E_j)/T}\le1$, hence

$$E_j\le F(T)\le E_j-T\ln w_j .$$

Both ends tend to $E_j$ as $T\to0^+$. The proof of `effEnergy_cold` establishes these two bounds and then squeezes.

**Hot limit.** From $\ln Z\le Z-1$ we get $F\ge T(1-Z)=\sum_i w_iT(1-e^{-E_i/T})$. Multiplying $1+x\le e^x$ by $e^{-x}$ gives $(1+x)e^{-x}\le1$, that is, $1-e^{-x}\ge xe^{-x}$. With $x=E_i/T$,

$$\sum_i w_iE_ie^{-E_i/T}\le F(T)\le\bar E .$$

The left side tends to $\bar E$ because each exponential tends to 1. In `effEnergy_hot`, `hlow` is that limit and `hterm` is the inequality for one environment.

**Equal weights.** The final theorem sets every weight to $1/N$, checks that the weights sum to one, and identifies the weighted expressions with those for the list (`hF` and `hm`). The four results then apply directly.

## The Lean file

```lean
import Mathlib

open Filter Topology

namespace AlloyVacancy

noncomputable section

variable {ι : Type*} [Fintype ι]

/-- Site average of the vacancy Boltzmann factor at thermal energy `T = kT > 0`, where a
fraction `w i` of the sites has the local vacancy energy `E i`. -/
def siteAverage (w E : ι → ℝ) (T : ℝ) : ℝ := ∑ i, w i * Real.exp (-E i / T)

/-- Effective vacancy formation energy at thermal energy `T = kT > 0`: minus `kT` times the
logarithm of the site-averaged Boltzmann factor. -/
def effEnergy (w E : ι → ℝ) (T : ℝ) : ℝ := -T * Real.log (siteAverage w E T)

/-- Mean of the local vacancy energies, weighted by the site fractions. -/
def meanEnergy (w E : ι → ℝ) : ℝ := ∑ i, w i * E i

variable [Nonempty ι] {w : ι → ℝ}

/-- For a nonempty family of positive site fractions the averaged Boltzmann factor is positive. -/
theorem siteAverage_pos (hw : ∀ i, 0 < w i) (E : ι → ℝ) (T : ℝ) :
    0 < siteAverage w E T :=
  Finset.sum_pos (fun i _ => mul_pos (hw i) (Real.exp_pos _)) Finset.univ_nonempty

/-- For a nonempty family of positive site fractions and `kT > 0`, the Boltzmann factors measured
from the effective energy average to one. -/
theorem balance (hw : ∀ i, 0 < w i) (E : ι → ℝ) {T : ℝ} (hT : 0 < T) :
    ∑ i, w i * Real.exp ((effEnergy w E T - E i) / T) = 1 := by
  have hZ := siteAverage_pos hw E T
  have hF : effEnergy w E T / T = -Real.log (siteAverage w E T) := by
    unfold effEnergy
    field_simp
  have hterm : ∀ i, w i * Real.exp ((effEnergy w E T - E i) / T)
      = (siteAverage w E T)⁻¹ * (w i * Real.exp (-E i / T)) := by
    intro i
    have hx : (effEnergy w E T - E i) / T = effEnergy w E T / T + -E i / T := by ring
    rw [hx, Real.exp_add, hF, Real.exp_neg, Real.exp_log hZ]
    ring
  rw [Finset.sum_congr rfl (fun i _ => hterm i), ← Finset.mul_sum]
  exact inv_mul_cancel₀ hZ.ne'

omit [Nonempty ι] in
/-- For site fractions that sum to one, the linearised Boltzmann factors measured from an
energy `a` average to `1 + (a - mean energy) / kT`. -/
theorem linear_average (h1 : ∑ i, w i = 1) (E : ι → ℝ) (a T : ℝ) :
    ∑ i, w i * ((a - E i) / T + 1) = (a - meanEnergy w E) / T + 1 := by
  have h : ∀ i, w i * ((a - E i) / T + 1) = (a / T + 1) * w i - w i * E i / T := by
    intro i
    ring
  rw [Finset.sum_congr rfl (fun i _ => h i), Finset.sum_sub_distrib, ← Finset.mul_sum,
    ← Finset.sum_div, h1]
  unfold meanEnergy
  ring

/-- For positive site fractions summing to one and `kT > 0`, the effective formation energy
never exceeds the mean energy. -/
theorem effEnergy_le_mean (hw : ∀ i, 0 < w i) (h1 : ∑ i, w i = 1) (E : ι → ℝ)
    {T : ℝ} (hT : 0 < T) : effEnergy w E T ≤ meanEnergy w E := by
  -- the exponential lies above its tangent at zero
  have h : ∑ i, w i * ((effEnergy w E T - E i) / T + 1)
      ≤ ∑ i, w i * Real.exp ((effEnergy w E T - E i) / T) :=
    Finset.sum_le_sum fun i _ =>
      mul_le_mul_of_nonneg_left (Real.add_one_le_exp _) (hw i).le
  rw [balance hw E hT, linear_average h1] at h
  have h' : (effEnergy w E T - meanEnergy w E) / T ≤ 0 := by linarith
  rw [div_le_iff₀ hT] at h'
  linarith

/-- For positive site fractions summing to one and `kT > 0`, the effective energy equals the
mean energy exactly when every local energy equals the mean. -/
theorem effEnergy_eq_mean_iff (hw : ∀ i, 0 < w i) (h1 : ∑ i, w i = 1) (E : ι → ℝ)
    {T : ℝ} (hT : 0 < T) :
    effEnergy w E T = meanEnergy w E ↔ ∀ i, E i = meanEnergy w E := by
  have hb := balance hw E hT
  constructor
  · intro h i
    rw [h] at hb
    have hl := linear_average h1 E (meanEnergy w E) T
    rw [sub_self, zero_div, zero_add] at hl
    -- equal sums of ordered terms force equality term by term
    have ht := (Finset.sum_eq_sum_iff_of_le (fun i _ =>
      mul_le_mul_of_nonneg_left (Real.add_one_le_exp ((meanEnergy w E - E i) / T))
        (hw i).le)).1 (hl.trans hb.symm) i (Finset.mem_univ i)
    have hx := mul_left_cancel₀ (hw i).ne' ht
    by_contra hne
    have hne' : (meanEnergy w E - E i) / T ≠ 0 :=
      div_ne_zero (sub_ne_zero.2 (Ne.symm hne)) hT.ne'
    exact (Real.add_one_lt_exp hne').ne hx
  · intro h
    rw [Finset.sum_congr rfl (fun i _ => by rw [h i]), ← Finset.sum_mul, h1, one_mul,
      Real.exp_eq_one_iff, div_eq_iff hT.ne', zero_mul] at hb
    linarith

/-- For positive site fractions summing to one, the effective formation energy is
nondecreasing in `kT > 0`. -/
theorem effEnergy_monotone (hw : ∀ i, 0 < w i) (h1 : ∑ i, w i = 1) (E : ι → ℝ) :
    MonotoneOn (effEnergy w E) (Set.Ioi 0) := by
  intro S hS T hT hST
  have hS' : 0 < S := hS
  have hT' : 0 < T := hT
  have hZ := siteAverage_pos hw E T
  -- power-mean inequality with exponent T / S
  have key := Real.rpow_arith_mean_le_arith_mean_rpow Finset.univ w
    (fun i => Real.exp (-E i / T)) (fun i _ => (hw i).le) h1
    (fun i _ => (Real.exp_pos _).le) ((one_le_div hS').2 hST)
  have hz : ∀ i, Real.exp (-E i / T) ^ (T / S) = Real.exp (-E i / S) := by
    intro i
    rw [← Real.exp_mul]
    congr 1
    field_simp
  simp only [hz] at key
  have hl : T / S * Real.log (siteAverage w E T) ≤ Real.log (siteAverage w E S) := by
    rw [← Real.log_rpow hZ]
    exact Real.log_le_log (Real.rpow_pos_of_pos hZ _) key
  have hm := mul_le_mul_of_nonneg_left hl hS'.le
  have he : S * (T / S * Real.log (siteAverage w E T))
      = T * Real.log (siteAverage w E T) := by
    field_simp
  unfold effEnergy
  linarith

/-- For positive site fractions summing to one, the effective formation energy tends to the
lowest local energy as `kT` tends to zero from above. -/
theorem effEnergy_cold (hw : ∀ i, 0 < w i) (h1 : ∑ i, w i = 1) (E : ι → ℝ) :
    Tendsto (effEnergy w E) (𝓝[>] 0)
      (𝓝 (Finset.univ.inf' Finset.univ_nonempty E)) := by
  obtain ⟨j, -, hj⟩ := Finset.exists_mem_eq_inf' Finset.univ_nonempty E
  have hmin : ∀ i, E j ≤ E i := fun i => hj ▸ Finset.inf'_le E (Finset.mem_univ i)
  rw [hj]
  have hc : Continuous (fun T : ℝ => E j - T * Real.log (w j)) := by fun_prop
  have hup : Tendsto (fun T : ℝ => E j - T * Real.log (w j)) (𝓝[>] 0) (𝓝 (E j)) := by
    have h := (hc.tendsto 0).mono_left (nhdsWithin_le_nhds (s := Set.Ioi 0))
    rwa [zero_mul, sub_zero] at h
  refine tendsto_of_tendsto_of_tendsto_of_le_of_le' tendsto_const_nhds hup ?_ ?_
  · filter_upwards [self_mem_nhdsWithin] with T hT
    have hT' : 0 < T := hT
    by_contra hlt
    have hs : ∑ i, w i * Real.exp ((effEnergy w E T - E i) / T) < ∑ i, w i :=
      Finset.sum_lt_sum_of_nonempty Finset.univ_nonempty fun i _ =>
        mul_lt_of_lt_one_right (hw i) (Real.exp_lt_one_iff.2
          (div_neg_of_neg_of_pos (by linarith [hmin i, not_le.1 hlt]) hT'))
    rw [balance hw E hT', h1] at hs
    exact lt_irrefl _ hs
  · filter_upwards [self_mem_nhdsWithin] with T hT
    have hT' : 0 < T := hT
    -- the lowest site alone contributes at most the whole average
    have hs : w j * Real.exp ((effEnergy w E T - E j) / T) ≤ 1 := by
      rw [← balance hw E hT']
      exact Finset.single_le_sum
        (f := fun i => w i * Real.exp ((effEnergy w E T - E i) / T))
        (fun i _ => (mul_pos (hw i) (Real.exp_pos _)).le) (Finset.mem_univ j)
    have hl := Real.log_nonpos (mul_pos (hw j) (Real.exp_pos _)).le hs
    rw [Real.log_mul (hw j).ne' (Real.exp_pos _).ne', Real.log_exp] at hl
    have hd : (effEnergy w E T - E j) / T ≤ -Real.log (w j) := by linarith
    rw [div_le_iff₀ hT'] at hd
    linarith

/-- For positive site fractions summing to one, the effective formation energy tends to the
mean energy as `kT` tends to infinity. -/
theorem effEnergy_hot (hw : ∀ i, 0 < w i) (h1 : ∑ i, w i = 1) (E : ι → ℝ) :
    Tendsto (effEnergy w E) atTop (𝓝 (meanEnergy w E)) := by
  have hlow : Tendsto (fun T : ℝ => ∑ i, w i * E i * Real.exp (-E i / T)) atTop
      (𝓝 (meanEnergy w E)) := by
    refine tendsto_finsetSum _ fun i _ => ?_
    have h0 : Tendsto (fun T : ℝ => -E i / T) atTop (𝓝 0) :=
      tendsto_const_nhds.div_atTop tendsto_id
    have h2 := ((Real.continuous_exp.tendsto 0).comp h0).const_mul (w i * E i)
    rwa [Real.exp_zero, mul_one] at h2
  refine tendsto_of_tendsto_of_tendsto_of_le_of_le' hlow tendsto_const_nhds ?_ ?_
  · filter_upwards [eventually_gt_atTop 0] with T hT
    have hterm : ∀ i, w i * E i * Real.exp (-E i / T)
        ≤ T * (w i - w i * Real.exp (-E i / T)) := by
      intro i
      have h : (E i / T + 1) * Real.exp (-E i / T) ≤ 1 := by
        calc (E i / T + 1) * Real.exp (-E i / T)
            ≤ Real.exp (E i / T) * Real.exp (-E i / T) :=
              mul_le_mul_of_nonneg_right (Real.add_one_le_exp _) (Real.exp_pos _).le
          _ = 1 := by rw [← Real.exp_add, neg_div, add_neg_cancel, Real.exp_zero]
      have hE : T * (E i / T) = E i := by field_simp
      have hp := mul_nonneg (mul_nonneg (hw i).le hT.le) (sub_nonneg.2 h)
      linear_combination hp - (w i * Real.exp (-E i / T)) * hE
    have hs := Finset.sum_le_sum fun i (_ : i ∈ Finset.univ) => hterm i
    rw [← Finset.mul_sum, Finset.sum_sub_distrib, h1] at hs
    -- the logarithm lies below its tangent at one
    have hl := mul_le_mul_of_nonneg_left
      (Real.log_le_sub_one_of_pos (siteAverage_pos hw E T)) hT.le
    unfold effEnergy
    unfold siteAverage at hl ⊢
    linarith
  · filter_upwards [eventually_gt_atTop 0] with T hT
    exact effEnergy_le_mean hw h1 E hT

/-- For a nonempty finite list of local vacancy energies with equal weights, the effective formation
energy is nondecreasing in `kT > 0`, does not exceed the mean energy at any `kT > 0`, and tends to
the lowest energy as `kT` tends to zero from above and to the mean as `kT` tends to infinity. -/
theorem effective_formation_energy (E : ι → ℝ) :
    let F : ℝ → ℝ := fun T =>
      -T * Real.log ((∑ i, Real.exp (-E i / T)) / Fintype.card ι)
    let mean : ℝ := (∑ i, E i) / Fintype.card ι
    MonotoneOn F (Set.Ioi 0) ∧ (∀ T, 0 < T → F T ≤ mean) ∧
      Tendsto F (𝓝[>] 0) (𝓝 (Finset.univ.inf' Finset.univ_nonempty E)) ∧
      Tendsto F atTop (𝓝 mean) := by
  intro F mean
  have hc : (0 : ℝ) < Fintype.card ι := Nat.cast_pos.2 Fintype.card_pos
  let u : ι → ℝ := fun _ => (Fintype.card ι : ℝ)⁻¹
  have hu : ∀ i, 0 < u i := fun _ => inv_pos.2 hc
  have hu1 : ∑ i, u i = 1 := by
    simp only [u]
    rw [Finset.sum_const, Finset.card_univ, nsmul_eq_mul, mul_inv_cancel₀ hc.ne']
  have hF : effEnergy u E = F := by
    funext T
    simp only [effEnergy, siteAverage, u, F]
    rw [← Finset.mul_sum, div_eq_inv_mul]
  have hm : meanEnergy u E = mean := by
    simp only [meanEnergy, u, mean]
    rw [← Finset.mul_sum, div_eq_inv_mul]
  rw [← hF, ← hm]
  exact ⟨effEnergy_monotone hu hu1 E, fun T hT => effEnergy_le_mean hu hu1 E hT,
    effEnergy_cold hu hu1 E, effEnergy_hot hu hu1 E⟩

end

end AlloyVacancy
```

```lean
#print axioms AlloyVacancy.effEnergy_eq_mean_iff
-- 'AlloyVacancy.effEnergy_eq_mean_iff' depends on axioms: [propext, Classical.choice, Quot.sound]
#print axioms AlloyVacancy.effective_formation_energy
-- 'AlloyVacancy.effective_formation_energy' depends on axioms: [propext, Classical.choice, Quot.sound]
```

## What the theorems say about a computed concentration

In `effective_formation_energy`, the nonempty finite type `ι` labels the entries of the list and `E : ι → ℝ` gives their energies. Repeated values are allowed, as is a single entry, for which $F$ is constant. The variable `T` is $kT$ in the same energy unit as `E`, not a temperature in kelvin.

The conclusion has four parts:

- `MonotoneOn F (Set.Ioi 0)` says that $F$ is nondecreasing on positive $T$.
- The second part is the bound by `mean` at every positive $T$.
- The third is the limit as $T$ approaches zero from above, written `𝓝[>] 0`. Its value, `Finset.univ.inf' Finset.univ_nonempty E`, is the smallest listed energy.
- The fourth is the limit along `atTop`, where $T$ grows without bound.

The weighted theorems assume `hw`, that every site fraction is positive, and `h1`, that the fractions sum to one. An environment with zero fraction has to be left out of the list: if it were the only one with the lowest energy, the cold limit would miss that energy.

The physics enters through the definition of the average. Each site contributes the bare factor $e^{-E_i/T}$, which stands for dilute vacancies that do not interact. The energies and fractions are constants, so the chemical potentials are held fixed, as is the Fermi level if the vacancy is charged. Vibrational free energies, or short-range order that changes with temperature, would make $E_i$ or $w_i$ depend on $T$. The upper bound can still be applied at each temperature separately, with the values for that temperature, but monotonicity and the two limits do not carry over automatically.

The theorems concern real numbers and the list as given. They say nothing about floating-point rounding, about errors in the supercell energies, or about how well a finite sample of environments represents the alloy. A rare low-energy environment missing from the sample can change the low-temperature result substantially, because the cold limit selects the lowest energy in the list.
